# The self-consistent eigenvalue equation of a charge-corrected orbital, and its level shift −(2/q)·E_corr when the net charge is proportional to the density

Take one site with orbital energy h, Coulomb coefficient k and net charge q. The correction energy is E_corr = ½kq², and an electron, of charge −1, feels the potential energy −kq. Its level is

e = h − kq = h − (2/q)·E_corr  (q ≠ 0).

The factor 2 appears because E_corr is quadratic in the charge while the potential is linear in it. On one site the normalised orbital is ±1 and nothing is varied; on several sites the eigenvalue equation is derived below from minimisation of the energy.

## Setting

Sites x form a finite set, the Lean type `n`. H is a fixed real one-particle Hamiltonian, K a real electrostatic kernel, ρ0 a reference charge and ψ a real orbital holding one electron. Define

n_x = ψ_x²,  ρ = ρ0 − n,  E_corr = ½ρᵀKρ,

E(ψ) = ψᵀHψ + E_corr,  H_eff(ψ) = H − diag(Kρ).

These are `density`, `netCharge`, `corrEnergy`, `energy` and `effHam`, with `⬝ᵥ` the dot product and `*ᵥ` the matrix–vector product. `unitSphere n` is the set ψᵀψ = 1. The electron's own density is part of ρ, so the potential Kρ includes the electron's own contribution. K is an input: it is not derived from a lattice of image charges and need not be positive. In this one-orbital real model with density-independent H, and under the added hypothesis that ρ is proportional to n, the result links the total-energy correction of a charged supercell to the shift of a localised defect level.

```lean
import Mathlib

open Matrix Filter Topology

namespace SelfConsistentChargeCorrection

noncomputable section

variable {n : Type*} [Fintype n] [DecidableEq n]

/-- Electron density of the orbital on site `x`. -/
def density (ψ : n → ℝ) (x : n) : ℝ := ψ x ^ 2

/-- Net charge: reference charge minus electron density. -/
def netCharge (ρ0 ψ : n → ℝ) (x : n) : ℝ := ρ0 x - density ψ x

/-- Electrostatic correction energy `½ ρᵀ K ρ`. -/
def corrEnergy (K : Matrix n n ℝ) (ρ : n → ℝ) : ℝ := 1 / 2 * (ρ ⬝ᵥ K *ᵥ ρ)

/-- Corrected total energy `ψᵀ H ψ + ½ ρᵀ K ρ` with `ρ = ρ0 - ψ²`. -/
def energy (H K : Matrix n n ℝ) (ρ0 ψ : n → ℝ) : ℝ :=
  ψ ⬝ᵥ H *ᵥ ψ + corrEnergy K (netCharge ρ0 ψ)

/-- Self-consistent Hamiltonian `H - diag (K ρ)`. -/
def effHam (H K : Matrix n n ℝ) (ρ0 ψ : n → ℝ) : Matrix n n ℝ :=
  H - diagonal (K *ᵥ netCharge ρ0 ψ)

/-- Normalised real orbitals. -/
def unitSphere (n : Type*) [Fintype n] : Set (n → ℝ) := {ψ | ψ ⬝ᵥ ψ = 1}
```

## (a) Derivative of a quadratic form

Task. Let A be symmetric and c(t) a curve with velocity v at t0. Show that cᵀAc has derivative 2vᵀAc(t0) there.

Solution. The product rule on Σ_x c_x(Ac)_x gives vᵀAc + cᵀAv, and cᵀAv = vᵀAᵀc = vᵀAc. In Lean, `h2` is the product rule and `hs` the use of symmetry.

```lean
omit [DecidableEq n] in
/-- Along a curve `c` with velocity `v`, a symmetric quadratic form changes at rate `2 vᵀ A c`. -/
theorem hasDerivAt_quadForm {A : Matrix n n ℝ} (hA : A.IsSymm) {c : ℝ → n → ℝ} {v : n → ℝ}
    {t0 : ℝ} (hc : ∀ x, HasDerivAt (fun t => c t x) (v x) t0) :
    HasDerivAt (fun t => c t ⬝ᵥ A *ᵥ c t) (2 * (v ⬝ᵥ A *ᵥ c t0)) t0 := by
  have h1 : ∀ x, HasDerivAt (fun t => (A *ᵥ c t) x) ((A *ᵥ v) x) t0 := fun x => by
    simp only [mulVec, dotProduct]
    exact HasDerivAt.fun_sum fun y _ => (hc y).const_mul (A x y)
  have h2 : HasDerivAt (fun t => ∑ x, c t x * (A *ᵥ c t) x)
      (∑ x, (v x * (A *ᵥ c t0) x + c t0 x * (A *ᵥ v) x)) t0 :=
    HasDerivAt.fun_sum fun x _ => (hc x).fun_mul (h1 x)
  have hs : c t0 ⬝ᵥ A *ᵥ v = v ⬝ᵥ A *ᵥ c t0 := by
    rw [dotProduct_mulVec, ← mulVec_transpose, hA.eq, dotProduct_comm]
  refine h2.congr_deriv ?_
  rw [Finset.sum_add_distrib]
  change v ⬝ᵥ A *ᵥ c t0 + c t0 ⬝ᵥ A *ᵥ v = _
  rw [hs]
  ring
```

## (b) Derivative of the energy

Task. For symmetric H and K, show that E(c(t)) has derivative 2vᵀH_eff c at t0.

Solution. The charge has velocity ρ'_x = −2c_x v_x (`hρ`). Part (a) with A = K gives

dE_corr/dt = ρ'ᵀKρ = −2 Σ_x v_x (Kρ)_x c_x = −2vᵀ diag(Kρ) c,

where the last form is `hu`. Adding 2vᵀHc from (a) with A = H gives 2vᵀ(H − diag(Kρ))c.

```lean
/-- For symmetric `H` and `K`, along a curve of orbitals with velocity `v`, the energy changes at rate `2 vᵀ H_eff ψ`. -/
theorem hasDerivAt_energy {H K : Matrix n n ℝ} (hH : H.IsSymm) (hK : K.IsSymm) (ρ0 : n → ℝ)
    {c : ℝ → n → ℝ} {v : n → ℝ} {t0 : ℝ} (hc : ∀ x, HasDerivAt (fun t => c t x) (v x) t0) :
    HasDerivAt (fun t => energy H K ρ0 (c t)) (2 * (v ⬝ᵥ effHam H K ρ0 (c t0) *ᵥ c t0)) t0 := by
  -- the net charge moves with velocity `-2 ψ v`
  have hρ : ∀ x, HasDerivAt (fun t => netCharge ρ0 (c t) x) (-(2 * c t0 x * v x)) t0 :=
    fun x => (((hc x).fun_pow 2).const_sub (ρ0 x)).congr_deriv (by simp)
  have hq := hasDerivAt_quadForm hK (c := fun t => netCharge ρ0 (c t))
    (v := fun x => -(2 * c t0 x * v x)) hρ
  have hu : ∀ u : n → ℝ,
      (fun x => -(2 * c t0 x * v x)) ⬝ᵥ u = -2 * (v ⬝ᵥ diagonal u *ᵥ c t0) := fun u => by
    simp only [dotProduct, mulVec_diagonal, Finset.mul_sum]
    exact Finset.sum_congr rfl fun x _ => by ring
  refine ((hasDerivAt_quadForm hH hc).fun_add (hq.const_mul (1 / 2))).congr_deriv ?_
  rw [hu, effHam, sub_mulVec, dotProduct_sub]
  ring
```

## (c) A curve on the sphere

Task. For a unit vector ψ and rᵀψ = 0, find a curve of unit vectors through ψ with velocity r at t = 0.

Solution. Put s = rᵀr/4 ≥ 0 and

c(t) = [(1 − st²)ψ + t r] / (1 + st²).

The cross terms vanish, so

cᵀc = [(1 − st²)² + 4st²] / (1 + st²)² = 1.

At t = 0 the coefficient of ψ is 1 with slope 0 (`ha`), and that of r is 0 with slope 1 (`hb`). There is no division by the length of r, so r = 0 is included as the constant curve.

```lean
omit [DecidableEq n] in
/-- Every direction `r` orthogonal to a unit orbital `ψ` is the velocity at `ψ` of a curve of
unit orbitals. -/
theorem exists_sphere_curve {ψ r : n → ℝ} (hψ : ψ ∈ unitSphere n) (hr : r ⬝ᵥ ψ = 0) :
    ∃ c : ℝ → n → ℝ, c 0 = ψ ∧ (∀ t, c t ∈ unitSphere n) ∧
      ∀ x, HasDerivAt (fun t => c t x) (r x) 0 := by
  have h1 : ψ ⬝ᵥ ψ = 1 := hψ
  have hr' : ψ ⬝ᵥ r = 0 := by rw [dotProduct_comm, hr]
  obtain ⟨s, hs⟩ : ∃ s : ℝ, r ⬝ᵥ r = 4 * s := ⟨r ⬝ᵥ r / 4, by ring⟩
  have hrr : 0 ≤ r ⬝ᵥ r := Finset.sum_nonneg fun x _ => mul_self_nonneg _
  have hs0 : 0 ≤ s := by linarith
  have hq : HasDerivAt (fun t : ℝ => s * (t * t)) 0 0 :=
    (((hasDerivAt_id' (0 : ℝ)).fun_mul (hasDerivAt_id' 0)).const_mul s).congr_deriv (by simp)
  have ha : HasDerivAt (fun t : ℝ => (1 - s * (t * t)) / (1 + s * (t * t))) 0 0 :=
    ((hq.const_sub 1).fun_div (hq.const_add 1) (by simp)).congr_deriv (by simp)
  have hb : HasDerivAt (fun t : ℝ => t / (1 + s * (t * t))) 1 0 :=
    ((hasDerivAt_id' (0 : ℝ)).fun_div (hq.const_add 1) (by simp)).congr_deriv (by simp)
  -- rational curve of unit vectors in the span of `ψ` and `r` (constant if `r = 0`)
  refine ⟨fun t => ((1 - s * (t * t)) / (1 + s * (t * t))) • ψ + (t / (1 + s * (t * t))) • r,
    by simp, fun t => ?_, fun x => ?_⟩
  · have hw := mul_nonneg hs0 (mul_self_nonneg t)
    have hD : (1 + s * (t * t)) * (1 + s * (t * t))⁻¹ = 1 :=
      mul_inv_cancel₀ (by linarith : 0 < 1 + s * (t * t)).ne'
    simp only [unitSphere, Set.mem_ofPred_eq, add_dotProduct, dotProduct_add, smul_dotProduct,
      dotProduct_smul, smul_eq_mul, h1, hr, hr', hs]
    linear_combination ((1 + s * (t * t)) * (1 + s * (t * t))⁻¹ + 1) * hD
  · exact ((ha.mul_const (ψ x)).fun_add (hb.mul_const (r x))).congr_deriv (by simp)
```

## (d) Stationarity along tangents

Task. Let ψ be a local minimiser of E on the sphere, H and K symmetric, rᵀψ = 0. Show rᵀH_eff ψ = 0.

Solution. With c from (c), t ↦ E(c(t)) has an ordinary local minimum at 0, so its derivative 2rᵀH_eff ψ from (b) vanishes. The Lean technique needs no Lagrange-multiplier theorem and carries over to other constraint sets in which curves with the required tangent velocities can be constructed: `ht` says that c tends to ψ within the constraint set, `ht.eventually hm` pulls the constrained minimum back to the real line, and `hloc.hasDerivAt_eq_zero` is then the one-variable criterion.

```lean
/-- For symmetric `H` and `K`, at a local minimiser on the unit sphere, `H_eff ψ` has no component orthogonal to `ψ`. -/
theorem tangent_stationary {H K : Matrix n n ℝ} (hH : H.IsSymm) (hK : K.IsSymm) {ρ0 ψ r : n → ℝ}
    (hψ : ψ ∈ unitSphere n) (hmin : IsLocalMinOn (energy H K ρ0) (unitSphere n) ψ)
    (hr : r ⬝ᵥ ψ = 0) : r ⬝ᵥ effHam H K ρ0 ψ *ᵥ ψ = 0 := by
  obtain ⟨c, hc0, hcS, hcd⟩ := exists_sphere_curve hψ hr
  subst hc0
  have hcont : ContinuousAt c 0 := continuousAt_pi.2 fun x => (hcd x).continuousAt
  have ht : Tendsto c (𝓝 0) (𝓝[unitSphere n] (c 0)) :=
    tendsto_nhdsWithin_iff.2 ⟨hcont, Eventually.of_forall hcS⟩
  have hm : ∀ᶠ φ in 𝓝[unitSphere n] (c 0), energy H K ρ0 (c 0) ≤ energy H K ρ0 φ := hmin
  have hloc : IsLocalMin (fun t => energy H K ρ0 (c t)) 0 := ht.eventually hm
  have h := hloc.hasDerivAt_eq_zero (hasDerivAt_energy hH hK ρ0 hcd)
  linarith
```

## (e) The eigenvalue equation

Task. Under the hypotheses on ψ, H, K of (d), show H_eff ψ = eψ for some real e.

Solution. Let u = H_eff ψ and r = u − (uᵀψ)ψ. Then rᵀψ = 0 because ψᵀψ = 1 (`hr`), so (d) gives rᵀu = 0 (`h2`), and

rᵀr = rᵀu − (uᵀψ) rᵀψ = 0

(`h3`). Hence r = 0 and e = uᵀψ. The equation is in general nonlinear, since H_eff depends on ψ through ρ.

```lean
/-- For symmetric `H` and `K`, a local minimiser on the unit sphere solves `(H - diag (K ρ)) ψ = e ψ` for some `e`. -/
theorem localMin_eigen {H K : Matrix n n ℝ} (hH : H.IsSymm) (hK : K.IsSymm) {ρ0 ψ : n → ℝ}
    (hψ : ψ ∈ unitSphere n) (hmin : IsLocalMinOn (energy H K ρ0) (unitSphere n) ψ) :
    ∃ e : ℝ, effHam H K ρ0 ψ *ᵥ ψ = e • ψ := by
  have h1 : ψ ⬝ᵥ ψ = 1 := hψ
  obtain ⟨u, hu⟩ : ∃ u, effHam H K ρ0 ψ *ᵥ ψ = u := ⟨_, rfl⟩
  -- the residual is orthogonal to `ψ`, by stationarity also to `u`, hence to itself
  obtain ⟨r, hdef⟩ : ∃ r, r = u - (u ⬝ᵥ ψ) • ψ := ⟨_, rfl⟩
  have hr : r ⬝ᵥ ψ = 0 := by
    rw [hdef, sub_dotProduct, smul_dotProduct, h1]
    simp
  have h2 : r ⬝ᵥ u = 0 := hu ▸ tangent_stationary hH hK hψ hmin hr
  have h3 : r ⬝ᵥ r = 0 :=
    calc r ⬝ᵥ r = r ⬝ᵥ (u - (u ⬝ᵥ ψ) • ψ) := by rw [← hdef]
      _ = 0 := by rw [dotProduct_sub, dotProduct_smul, h2, hr]; simp
  exact ⟨u ⬝ᵥ ψ, hu.trans (sub_eq_zero.1 (hdef.symm.trans (dotProduct_self_eq_zero.1 h3)))⟩
```

## (f) The level

Task. For any unit ψ with H_eff ψ = eψ, show e = ψᵀHψ − nᵀKρ.

Solution. Contract with ψ (`h`) and use ψᵀ diag(Kρ) ψ = Σ_x ψ_x²(Kρ)_x = nᵀKρ (`hu`). Neither symmetry nor minimality is assumed.

```lean
/-- The level of a normalised self-consistent orbital is `e = ψᵀ H ψ - nᵀ K ρ`. -/
theorem level_eq {H K : Matrix n n ℝ} {ρ0 ψ : n → ℝ} {e : ℝ} (hψ : ψ ∈ unitSphere n)
    (he : effHam H K ρ0 ψ *ᵥ ψ = e • ψ) :
    e = ψ ⬝ᵥ H *ᵥ ψ - density ψ ⬝ᵥ K *ᵥ netCharge ρ0 ψ := by
  have h1 : ψ ⬝ᵥ ψ = 1 := hψ
  have h : ψ ⬝ᵥ effHam H K ρ0 ψ *ᵥ ψ = e := by
    rw [he, dotProduct_smul, h1]
    simp
  have hu : ∀ u : n → ℝ, ψ ⬝ᵥ diagonal u *ᵥ ψ = density ψ ⬝ᵥ u := fun u => by
    simp only [dotProduct, mulVec_diagonal, density]
    exact Finset.sum_congr rfl fun x _ => by ring
  rw [effHam, sub_mulVec, dotProduct_sub, hu] at h
  exact h.symm
```

## (g) Charge proportional to the density

Task. Add the hypothesis ρ = qn for a real q. Show q(ψᵀHψ − e) = 2E_corr.

Solution. We have 2E_corr = ρᵀKρ = q·nᵀKρ, and nᵀKρ = ψᵀHψ − e by (f); `linear_combination` performs that substitution. The hypothesis is assumed, not derived. It means ρ0 = (q + 1)n, and q is the total net charge because Σ_x n_x = 1. For q = −1 this reads ρ0 = 0: the electron is the only charge, and every orbital meets the hypothesis. For any other q the reference charge must have the profile of this very orbital.

```lean
/-- For a normalised `ψ` with `H_eff ψ = e ψ` whose net charge is `q` times its density, `q (ψᵀ H ψ - e) = 2 E_corr`. -/
theorem level_shift {H K : Matrix n n ℝ} {ρ0 ψ : n → ℝ} {e q : ℝ} (hψ : ψ ∈ unitSphere n)
    (he : effHam H K ρ0 ψ *ᵥ ψ = e • ψ) (hq : netCharge ρ0 ψ = q • density ψ) :
    q * (ψ ⬝ᵥ H *ᵥ ψ - e) = 2 * corrEnergy K (netCharge ρ0 ψ) := by
  have hu : ∀ u : n → ℝ, netCharge ρ0 ψ ⬝ᵥ u = q * (density ψ ⬝ᵥ u) := fun u => by
    rw [hq, smul_dotProduct, smul_eq_mul]
  rw [corrEnergy, hu]
  linear_combination -q * level_eq hψ he
```

## (h) The main theorem

Task. Let H and K be symmetric and let the unit vector ψ satisfy E(ψ) ≤ E(φ) for every unit φ. Show that some e satisfies H_eff ψ = eψ and e = ψᵀHψ − nᵀKρ, and that for q ≠ 0 with ρ = qn and any real δ,

e = ψᵀHψ − δ  ⇔  qδ = 2E_corr.

Solution. A global minimiser is a local one (`hm`), so (e) and (f) apply. If δ = ψᵀHψ − e, then (g) is the right side. Conversely, qδ = q(ψᵀHψ − e), and `mul_left_cancel₀` cancels q. Thus δ = (2/q)E_corr. The divided formula would also pass at q = 0, where ρ = 0 makes δ and E_corr both vanish and Lean gives 2/0 the value 0, whereas the equivalence uses q ≠ 0: at q = 0 its right side holds for every δ. The theorem does not say that ψ is unique or that e is the lowest eigenvalue of H_eff.

Solving this model self-consistently can be set up as a loop: form ρ from the current orbital, subtract Kρ from the diagonal of H, diagonalise, choose a normalised eigenvector as the next orbital, repeat; convergence of that loop is not treated here. When δ is subtracted afterwards from an uncorrected level, that level stands in for ψᵀHψ, which in the theorem is evaluated in the corrected orbital.

```lean
/-- For symmetric `H` and `K`, a minimiser on the unit sphere solves `(H - diag (K ρ)) ψ = e ψ` with `e = ψᵀ H ψ - nᵀ K ρ`;
if `ρ = q n` with `q ≠ 0`, then `e = ψᵀ H ψ - δ` exactly when `q δ = 2 E_corr`. -/
theorem minimiser_level {H K : Matrix n n ℝ} (hH : H.IsSymm) (hK : K.IsSymm) {ρ0 ψ : n → ℝ}
    (hψ : ψ ∈ unitSphere n) (hmin : ∀ φ ∈ unitSphere n, energy H K ρ0 ψ ≤ energy H K ρ0 φ) :
    ∃ e : ℝ, effHam H K ρ0 ψ *ᵥ ψ = e • ψ ∧
      e = ψ ⬝ᵥ H *ᵥ ψ - density ψ ⬝ᵥ K *ᵥ netCharge ρ0 ψ ∧
      ∀ q : ℝ, q ≠ 0 → netCharge ρ0 ψ = q • density ψ → ∀ δ : ℝ,
        (e = ψ ⬝ᵥ H *ᵥ ψ - δ ↔ q * δ = 2 * corrEnergy K (netCharge ρ0 ψ)) := by
  have hm : ∀ᶠ φ in 𝓝[unitSphere n] ψ, energy H K ρ0 ψ ≤ energy H K ρ0 φ :=
    eventually_of_mem self_mem_nhdsWithin hmin
  obtain ⟨e, he⟩ := localMin_eigen hH hK hψ hm
  refine ⟨e, he, level_eq hψ he, fun q hq0 hq δ => ⟨fun h => ?_, fun h => ?_⟩⟩
  · linear_combination level_shift hψ he hq + q * h
  · have := mul_left_cancel₀ hq0 ((level_shift hψ he hq).trans h.symm)
    linarith
```

## (i) Existence

Task. With at least one site and arbitrary H, K, ρ0, show that a minimiser exists.

Solution. The sphere is closed, being a level set of the continuous map ψ ↦ ψᵀψ, and bounded because ψ_x² ≤ 1 (`hb`, in the maximum norm on `n → ℝ`), hence compact. It contains a coordinate unit vector, and E is a polynomial, so the minimum is attained.

```lean
/-- With at least one site, the corrected energy has a minimiser on the unit sphere. -/
theorem exists_minimiser [Nonempty n] (H K : Matrix n n ℝ) (ρ0 : n → ℝ) :
    ∃ ψ ∈ unitSphere n, ∀ φ ∈ unitSphere n, energy H K ρ0 ψ ≤ energy H K ρ0 φ := by
  have hc : Continuous fun ψ : n → ℝ => ψ ⬝ᵥ ψ := by
    simp only [dotProduct]
    fun_prop
  have hb : Bornology.IsBounded (unitSphere n) := by
    refine (Metric.isBounded_closedBall (x := (0 : n → ℝ)) (r := 1)).subset fun ψ hψ => ?_
    have h1 : ψ ⬝ᵥ ψ = 1 := hψ
    rw [mem_closedBall_zero_iff, pi_norm_le_iff_of_nonneg zero_le_one]
    intro x
    have h : ψ x * ψ x ≤ ψ ⬝ᵥ ψ := Finset.single_le_sum (f := fun y => ψ y * ψ y)
      (fun y _ => mul_self_nonneg _) (Finset.mem_univ x)
    rw [Real.norm_eq_abs]
    exact abs_le.2 ⟨by nlinarith [sq_nonneg (ψ x + 1)], by nlinarith [sq_nonneg (ψ x - 1)]⟩
  have hK : IsCompact (unitSphere n) :=
    Metric.isCompact_of_isClosed_isBounded (isClosed_eq hc continuous_const) hb
  have hE : Continuous (energy H K ρ0) := by
    unfold energy corrEnergy
    simp only [dotProduct, mulVec, netCharge, density]
    fun_prop
  obtain ⟨ψ, hψ, h⟩ := hK.exists_isMinOn
    ⟨Pi.single (Classical.arbitrary n) 1, by simp [unitSphere]⟩ hE.continuousOn
  exact ⟨ψ, hψ, isMinOn_iff.1 h⟩
```

## (j) Two sites in numbers

Task. On sites 0 and 1 take H = diag(0, 1), K with rows (2, 1) and (1, 2), and ρ0 = (2, 0). Show that H and K are symmetric and that the unit vector ψ = (1, 0) is a minimiser with ρ = n, so q = 1, and E_corr = 1.

Solution. For ρ = (a, b), E_corr = a² + ab + b². A unit φ with w = φ_1² has φ_0² = 1 − w (`h0`) and ρ = (1 + w, −w), so

E(φ) = w + (1 + w)² − w(1 + w) + w² = (1 + w)² ≥ 1 = E(ψ).

At w = 0, ρ = (1, 0) = n and E_corr = 1. The level itself is absent from the Lean statement but is read off directly: Kρ = (2, 1), H_eff = diag(−2, 0), so e = −2 = 0 − (2/1)·1, in agreement with (h).

```lean
/-- Two sites with symmetric `H`, `K` and `ρ0 = (2, 0)`: the orbital `(1, 0)` minimises the
energy on the unit sphere, has `ρ = q n` with `q = 1`, and `E_corr = 1`. -/
theorem minimiser_level_witness :
    (!![0, 0; 0, 1] : Matrix (Fin 2) (Fin 2) ℝ).IsSymm ∧
    (!![2, 1; 1, 2] : Matrix (Fin 2) (Fin 2) ℝ).IsSymm ∧ ![1, 0] ∈ unitSphere (Fin 2) ∧
    (∀ φ ∈ unitSphere (Fin 2), energy !![0, 0; 0, 1] !![2, 1; 1, 2] ![2, 0] ![1, 0] ≤
      energy !![0, 0; 0, 1] !![2, 1; 1, 2] ![2, 0] φ) ∧
    netCharge ![2, 0] ![1, 0] = (1 : ℝ) • density ![1, 0] ∧
    corrEnergy !![2, 1; 1, 2] (netCharge ![2, 0] ![1, 0]) = 1 := by
  have hE : ∀ φ : Fin 2 → ℝ, energy !![0, 0; 0, 1] !![2, 1; 1, 2] ![2, 0] φ =
      φ 1 ^ 2 + ((2 - φ 0 ^ 2) ^ 2 - (2 - φ 0 ^ 2) * φ 1 ^ 2 + φ 1 ^ 4) := fun φ => by
    simp [energy, corrEnergy, netCharge, density, dotProduct, mulVec, Fin.sum_univ_two]
    ring
  have h1 : energy !![0, 0; 0, 1] !![2, 1; 1, 2] ![2, 0] ![1, 0] = 1 := by
    rw [hE]
    norm_num
  refine ⟨IsSymm.ext fun i j => ?_, IsSymm.ext fun i j => ?_, by simp [unitSphere],
    fun φ hφ => ?_, ?_, ?_⟩
  · fin_cases i <;> fin_cases j <;> simp
  · fin_cases i <;> fin_cases j <;> simp
  · simp only [unitSphere, Set.mem_ofPred_eq, dotProduct, Fin.sum_univ_two] at hφ
    have h0 : φ 0 ^ 2 = 1 - φ 1 ^ 2 := by linear_combination hφ
    rw [h1, hE φ, h0]
    nlinarith [sq_nonneg (φ 1), sq_nonneg (φ 1 ^ 2)]
  · ext i
    fin_cases i <;> norm_num [netCharge, density]
  · norm_num [corrEnergy, netCharge, density, dotProduct, mulVec, Fin.sum_univ_two]

end

end SelfConsistentChargeCorrection
```

```lean
#print axioms SelfConsistentChargeCorrection.level_shift
#print axioms SelfConsistentChargeCorrection.minimiser_level
#print axioms SelfConsistentChargeCorrection.exists_minimiser
```

```
'SelfConsistentChargeCorrection.level_shift' depends on axioms: [propext, Classical.choice, Quot.sound]
'SelfConsistentChargeCorrection.minimiser_level' depends on axioms: [propext, Classical.choice, Quot.sound]
'SelfConsistentChargeCorrection.exists_minimiser' depends on axioms: [propext, Classical.choice, Quot.sound]
```
